# Detailed balance between emission and absorption of vibrational quanta for a displaced oscillator

Let an electronic transition shift the equilibrium position of one harmonic vibrational mode and leave its frequency unchanged. Treat the numbers of vibrational quanta emitted and absorbed as independent Poisson variables with means $a$ and $b$. The simplest route to a net emission of one quantum is one emission and no absorption, with relative weight $a$. The simplest net absorption has relative weight $b$. Now add one emission and one absorption to each route: the weights become $a^2b/2$ and $ab^2/2$, and their ratio is still $a/b$.

## The model

```lean
import Mathlib

namespace DisplacedOscillatorBalance

noncomputable section
```

A route with $i$ emitted and $j$ absorbed quanta has unnormalised weight $\frac{a^i}{i!}\frac{b^j}{j!}$.

```lean
/-- Unnormalised weight for emitting `q.1` and absorbing `q.2` vibrational quanta,
with mean numbers `a` and `b`. -/
def pairTerm (a b : ℝ) (q : ℕ × ℕ) : ℝ :=
  a ^ q.1 / (q.1.factorial : ℝ) * (b ^ q.2 / (q.2.factorial : ℝ))
```

The line with net emission $p\in\mathbb Z$ collects all routes with $i-j=p$:
$$L_p(a,b)=e^{-a-b}\sum_{i-j=p}\frac{a^i}{i!}\frac{b^j}{j!}.$$
In Lean the sum runs over all pairs, with zero for those off the line.

```lean
/-- Weight of the line with net emission of `p` quanta: the sum over all pairs of
emitted and absorbed numbers whose difference is `p`. -/
def lineWeight (a b : ℝ) (p : ℤ) : ℝ :=
  Real.exp (-a - b) *
    ∑' q : ℕ × ℕ, if (q.1 : ℤ) - (q.2 : ℤ) = p then pairTerm a b q else 0
```

Let $x$ be the vibrational quantum divided by the thermal energy. The Bose occupation is $n(x)=1/(e^x-1)$.

```lean
/-- Bose occupation of a mode whose quantum is `x` in units of the thermal energy,
for `x ≠ 0`. -/
def bose (x : ℝ) : ℝ := 1 / (Real.exp x - 1)
```

The Huang-Rhys factor $S$ measures the displacement. For a mode that starts in thermal equilibrium with mean occupation $n$, setting $a=S(n+1)$ and $b=Sn$ gives $W_p(S,n)=L_p(S(n+1),Sn)$. This form is taken as the definition; it is not derived here from vibrational overlaps.

```lean
/-- Line weight of a displaced oscillator with Huang-Rhys factor `S` and
mean occupation `n`. -/
def thermalWeight (S n : ℝ) (p : ℤ) : ℝ := lineWeight (S * (n + 1)) (S * n) p
```

The golden-rule rate is also a definition,
$$k_p=\frac{2\pi}{\hbar}V^2\,\frac{1}{\hbar\omega}\,W_p,$$
where $\omega$ is the mode frequency. The constant $V$ stands for an electronic coupling independent of the nuclear position, and $1/(\hbar\omega)$ for a density of one line per vibrational quantum.

```lean
/-- Golden-rule rate for coupling `V` and net emission of `p` quanta, with one line per
energy interval `hbar * ω`; the domain is `hbar ≠ 0`, `ω ≠ 0`. -/
def rate (hbar ω V S n : ℝ) (p : ℤ) : ℝ :=
  2 * Real.pi / hbar * V ^ 2 / (hbar * ω) * thermalWeight S n p
```

## (a) Convergence

**Task.** For $a,b\ge0$, show that
$$\sum_{i,j}\frac{a^i}{i!}\frac{b^j}{j!}<\infty.$$

**Solution.** The terms are nonnegative, and every finite partial sum is at most $\big(\sum_i a^i/i!\big)\big(\sum_j b^j/j!\big)=e^ae^b$. Lean likewise multiplies two convergent exponential series, using `mul_of_nonneg`.

```lean
/-- The double series over emitted and absorbed quanta converges. -/
theorem summable_pairTerm {a b : ℝ} (ha : 0 ≤ a) (hb : 0 ≤ b) :
    Summable (pairTerm a b) := by
  have h1 : ∀ i : ℕ, 0 ≤ a ^ i / (i.factorial : ℝ) := fun i => by positivity
  have h2 : ∀ i : ℕ, 0 ≤ b ^ i / (i.factorial : ℝ) := fun i => by positivity
  exact (Real.summable_pow_div_factorial a).mul_of_nonneg
    (Real.summable_pow_div_factorial b) h1 h2
```

## (b) No line vanishes

**Task.** For $a,b>0$ and every integer $p$, show that $L_p(a,b)>0$.

**Solution.** The line is part of the convergent series in (a), and its terms are nonnegative. The pair $(\max(p,0),\max(-p,0))$ lies on it and contributes a positive amount. Lean writes this pair as `(p.toNat, (-p).toNat)` and passes it to `tsum_pos`.

```lean
/-- Every line, with net emission or net absorption, has strictly positive weight when
both mean numbers are positive. -/
theorem lineWeight_pos {a b : ℝ} (ha : 0 < a) (hb : 0 < b) (p : ℤ) :
    0 < lineWeight a b p := by
  have hpos : ∀ q, 0 < pairTerm a b q := fun q => by
    unfold pairTerm
    positivity
  have hnn : ∀ q : ℕ × ℕ,
      0 ≤ (if (q.1 : ℤ) - (q.2 : ℤ) = p then pairTerm a b q else 0) := fun q => by
    split_ifs
    · exact (hpos q).le
    · exact le_rfl
  have hle : ∀ q : ℕ × ℕ,
      (if (q.1 : ℤ) - (q.2 : ℤ) = p then pairTerm a b q else 0) ≤ pairTerm a b q :=
    fun q => by
      split_ifs
      · exact le_rfl
      · exact (hpos q).le
  have hs := Summable.of_nonneg_of_le hnn hle (summable_pairTerm ha.le hb.le)
  -- the pair with the fewest quanta already contributes
  have hp : ((p.toNat : ℕ) : ℤ) - (((-p).toNat : ℕ) : ℤ) = p := by omega
  refine mul_pos (Real.exp_pos _) (hs.tsum_pos hnn (p.toNat, (-p).toNat) ?_)
  rw [if_pos hp]
  exact hpos _
```

## (c) Exchanging emission and absorption

**Task.** For $r\neq0$ and real $b$, show that
$$L_p(rb,b)=r^p\,L_{-p}(rb,b).$$

**Solution.** Take $(i,j)$ with $i-j=-p$. The exchanged pair $(j,i)$ lies on line $p$. Since $j=p+i$,
$$\frac{(rb)^j}{j!}\frac{b^i}{i!}=r^p\,\frac{(rb)^i}{i!}\frac{b^j}{j!}.$$
Summing over the line and multiplying by the common exponential gives the result. `Equiv.prodComm` performs the exchange, and `hj` is the identity $r^j=r^pr^i$.

```lean
/-- If the mean emitted number is `r` times the mean absorbed number, with `r ≠ 0`, the weight of
line `p` is `r ^ p` times the weight of line `-p`. -/
theorem lineWeight_balance {r : ℝ} (hr : r ≠ 0) (b : ℝ) (p : ℤ) :
    lineWeight (r * b) b p = r ^ p * lineWeight (r * b) b (-p) := by
  have key : (∑' q : ℕ × ℕ,
        if (q.1 : ℤ) - (q.2 : ℤ) = p then pairTerm (r * b) b q else 0) =
      r ^ p * ∑' q : ℕ × ℕ,
        if (q.1 : ℤ) - (q.2 : ℤ) = -p then pairTerm (r * b) b q else 0 := by
    rw [← tsum_mul_left]
    -- exchange the roles of emitted and absorbed quanta
    refine ((Equiv.prodComm ℕ ℕ).tsum_eq _).symm.trans (tsum_congr ?_)
    rintro ⟨i, j⟩
    change (if (j : ℤ) - (i : ℤ) = p then pairTerm (r * b) b (j, i) else 0) =
      r ^ p * (if (i : ℤ) - (j : ℤ) = -p then pairTerm (r * b) b (i, j) else 0)
    by_cases h : (j : ℤ) - (i : ℤ) = p
    · have h' : (i : ℤ) - (j : ℤ) = -p := by omega
      have hj : r ^ j = r ^ p * r ^ i := by
        rw [← zpow_natCast r j, ← zpow_natCast r i, ← zpow_add₀ hr]
        congr 1
        omega
      rw [if_pos h, if_pos h']
      simp only [pairTerm, mul_pow]
      rw [hj]
      ring
    · have h' : ¬ (i : ℤ) - (j : ℤ) = -p := by omega
      rw [if_neg h, if_neg h', mul_zero]
  unfold lineWeight
  rw [key]
  ring
```

## (d) The Bose factor

**Task.** For $x>0$, show that $n(x)+1=e^x n(x)$.

**Solution.** By definition $n(e^x-1)=1$; move $-n$ to the other side. Lean's `h` is this first equation.

```lean
/-- For a thermal mode, the emission factor `n + 1` is `exp x` times the absorption
factor `n`. -/
theorem bose_add_one {x : ℝ} (hx : 0 < x) : bose x + 1 = Real.exp x * bose x := by
  have hne : Real.exp x - 1 ≠ 0 := (sub_pos.mpr (Real.one_lt_exp_iff.mpr hx)).ne'
  have h : bose x * (Real.exp x - 1) = 1 := one_div_mul_cancel hne
  linear_combination (-1) * h
```

## (e) Detailed balance

**Task.** For $x>0$, real $S$ and integer $p$, show that
$$W_p(S,n(x))=e^{px}\,W_{-p}(S,n(x)).$$

**Solution.** By (d), $S(n+1)=e^x\,Sn$. Apply (c) with $r=e^x$ and $b=Sn$. In Lean, `ha` is the first step and `he` identifies $(e^x)^p$ with $e^{px}$.

```lean
/-- Detailed balance of the displaced oscillator: the weight for net emission of `p`
quanta is `exp (p x)` times the weight for net absorption of `p` quanta. -/
theorem detailed_balance {x : ℝ} (hx : 0 < x) (S : ℝ) (p : ℤ) :
    thermalWeight S (bose x) p =
      Real.exp (p * x) * thermalWeight S (bose x) (-p) := by
  have ha : S * (bose x + 1) = Real.exp x * (S * bose x) := by
    rw [bose_add_one hx]
    ring
  have he : Real.exp (p * x) = Real.exp x ^ p := by
    rw [mul_comm, Real.exp_mul, Real.rpow_intCast]
  unfold thermalWeight
  rw [ha, he]
  exact lineWeight_balance (Real.exp_pos x).ne' _ p
```

## (f) Emission outweighs absorption

**Task.** For $x,S>0$ and $p>0$, show that $W_{-p}(S,n(x))<W_p(S,n(x))$.

**Solution.** In (e) the factor $e^{px}$ exceeds 1, and by (b) it multiplies a positive weight.

```lean
/-- At any finite temperature, net emission of `p > 0` quanta has a larger weight than
net absorption of `p` quanta. -/
theorem absorption_lt_emission {x S : ℝ} (hx : 0 < x) (hS : 0 < S) {p : ℤ} (hp : 0 < p) :
    thermalWeight S (bose x) (-p) < thermalWeight S (bose x) p := by
  have hn : 0 < bose x := one_div_pos.mpr (sub_pos.mpr (Real.one_lt_exp_iff.mpr hx))
  have hw : 0 < thermalWeight S (bose x) (-p) :=
    lineWeight_pos (by positivity) (by positivity) _
  have hp' : (0 : ℝ) < p := by exact_mod_cast hp
  rw [detailed_balance hx S p]
  exact lt_mul_of_one_lt_left hw (Real.one_lt_exp_iff.mpr (mul_pos hp' hx))
```

## (g) One pair of lines as a thermometer

**Task.** Let $S,n>0$, with $n$ not yet related to $x$. Suppose $W_p(S,n)=e^{px}W_{-p}(S,n)$ for a single $p\neq0$ and some real $x$. Show that
$$x>0,\qquad n=\frac1{e^x-1}.$$

**Solution.** Part (c) with $r=(n+1)/n$ gives $W_p=r^pW_{-p}$. Cancel $W_{-p}>0$ to get $r^p=e^{px}$, then take logarithms and divide by $p$:
$$x=\ln\!\left(1+\frac1n\right)>0.$$
Hence $e^x-1=1/n$. These steps are `hb`, `hE`, `hl` and `hx`. The form of $W_p(S,n)$ already belongs to a mode that starts in thermal equilibrium, so the pair of lines gives its temperature once the frequency is known; it does not test whether the mode is in equilibrium.

```lean
/-- Converse: if a single pair of lines `p` and `-p`, with `p ≠ 0`, has weights in the
ratio `exp (p x)`, then `x` is positive and the occupation is the Bose occupation at `x`. -/
theorem occupation_of_balance {S n x : ℝ} (hS : 0 < S) (hn : 0 < n) {p : ℤ} (hp : p ≠ 0)
    (h : thermalWeight S n p = Real.exp (p * x) * thermalWeight S n (-p)) :
    0 < x ∧ n = bose x := by
  have hr : 0 < (n + 1) / n := by positivity
  have ha : S * (n + 1) = (n + 1) / n * (S * n) := by
    have h0 : (n + 1) / n * n = n + 1 := div_mul_cancel₀ _ hn.ne'
    linear_combination (-S) * h0
  have hw : 0 < thermalWeight S n (-p) :=
    lineWeight_pos (by positivity) (by positivity) _
  have hb : thermalWeight S n p = ((n + 1) / n) ^ p * thermalWeight S n (-p) := by
    unfold thermalWeight
    rw [ha]
    exact lineWeight_balance hr.ne' _ p
  -- compare the two ratios and take logarithms
  have hE : ((n + 1) / n) ^ p = Real.exp (p * x) :=
    mul_right_cancel₀ hw.ne' (hb.symm.trans h)
  have hl : (p : ℝ) * Real.log ((n + 1) / n) = p * x := by
    rw [← Real.log_zpow, hE, Real.log_exp]
  have hx : Real.log ((n + 1) / n) = x :=
    mul_left_cancel₀ (Int.cast_ne_zero.mpr hp) hl
  have h1 : (n + 1) / n - 1 = 1 / n := by
    rw [add_div, div_self hn.ne']
    ring
  constructor
  · rw [← hx]
    apply Real.log_pos
    have : 0 < 1 / n := by positivity
    linarith
  · unfold bose
    rw [← hx, Real.exp_log hr, h1, one_div_one_div]
```

## (h) Populations at which the flows cancel

**Task.** An electronic state with population $P_u$ has its energy minimum $p$ quanta above that of another with population $P_l$, where $p$ is an integer. The rate from the first state to the second is $k_p$, and the reverse rate is $k_{-p}$. Let $x=\hbar\omega/(k_BT)$, with $\hbar,\omega,k_B,T,S>0$ and $V\neq0$. Show that
$$P_uk_p=P_lk_{-p}\iff P_u=e^{-px}P_l.$$

**Solution.** Write $c>0$ for the common prefactor and $w=W_{-p}>0$. By (e), the left side reads $P_u\,c\,e^{px}w=P_l\,c\,w$. Divide by $cw$, then multiply by $e^{-px}$; both steps are reversible. Lean abbreviates $e^{px}$ and $e^{-px}$ as `E` and `F`.

For simulations of nonradiative transitions with constant coupling and one thermally occupied harmonic mode of the same frequency in both electronic states, this gives a consistency test on forward and backward rates.

```lean
/-- Golden-rule flows between an upper and a lower electronic state separated by `p` quanta cancel
exactly when the population `Pu` is the Boltzmann factor times `Pl`. -/
theorem flows_cancel_iff_boltzmann {hbar ω kB T V S : ℝ} (hh : 0 < hbar) (hω : 0 < ω)
    (hk : 0 < kB) (hT : 0 < T) (hV : V ≠ 0) (hS : 0 < S) (p : ℤ) (Pu Pl : ℝ) :
    Pu * rate hbar ω V S (bose (hbar * ω / (kB * T))) p =
        Pl * rate hbar ω V S (bose (hbar * ω / (kB * T))) (-p) ↔
      Pu = Real.exp (-(p * (hbar * ω / (kB * T)))) * Pl := by
  have hx : 0 < hbar * ω / (kB * T) := by positivity
  generalize hbar * ω / (kB * T) = x at hx ⊢
  have hn : 0 < bose x := one_div_pos.mpr (sub_pos.mpr (Real.one_lt_exp_iff.mpr hx))
  have hw : 0 < thermalWeight S (bose x) (-p) :=
    lineWeight_pos (by positivity) (by positivity) _
  have hc : 0 < 2 * Real.pi / hbar * V ^ 2 / (hbar * ω) := by positivity
  have hFE : Real.exp (-(p * x)) * Real.exp (p * x) = 1 := by
    rw [← Real.exp_add, neg_add_cancel, Real.exp_zero]
  unfold rate
  rw [detailed_balance hx S p]
  generalize 2 * Real.pi / hbar * V ^ 2 / (hbar * ω) = c at hc ⊢
  generalize thermalWeight S (bose x) (-p) = w at hw ⊢
  generalize Real.exp (-(p * x)) = F at hFE ⊢
  generalize Real.exp (p * x) = E at hFE ⊢
  constructor
  · intro h
    -- divide out the common positive rate
    have h2 : Pu * E = Pl :=
      mul_left_cancel₀ (mul_pos hc hw).ne' (by linear_combination h)
    linear_combination F * h2 - Pu * hFE
  · intro h
    linear_combination c * E * w * h + c * w * Pl * hFE

end

end DisplacedOscillatorBalance
```

```lean
#print axioms DisplacedOscillatorBalance.detailed_balance
#print axioms DisplacedOscillatorBalance.absorption_lt_emission
#print axioms DisplacedOscillatorBalance.occupation_of_balance
#print axioms DisplacedOscillatorBalance.flows_cancel_iff_boltzmann
```

```
'DisplacedOscillatorBalance.detailed_balance' depends on axioms: [propext, Classical.choice, Quot.sound]
'DisplacedOscillatorBalance.absorption_lt_emission' depends on axioms: [propext, Classical.choice, Quot.sound]
'DisplacedOscillatorBalance.occupation_of_balance' depends on axioms: [propext, Classical.choice, Quot.sound]
'DisplacedOscillatorBalance.flows_cancel_iff_boltzmann' depends on axioms: [propext, Classical.choice, Quot.sound]
```
